# The total spring force in a plane wave on a chain with long-range springs is −D(q) times the displacement

The declaration `hasSum_springForce_planeWave` concerns an infinite harmonic chain with unit spacing, in which atoms at distance j are joined by springs of real constant K_j, and the sum of j²|K_j| is finite. For the plane wave u_n = exp(iqn), it states that the forces K_j(u_{n+j} + u_{n−j} − 2u_n) on atom n, summed over j, converge to −D(q)u_n, where D(q) = 2 ∑ K_j(1 − cos jq). The attempt bounds the terms K_j(1 − cos jq) by q²/2 times j²|K_j|, so that their series converges, and carries this sum over to the complex numbers. It then multiplies the series by −2u_n and uses `convert` to match the result with the claim, leaving the terms and the value of the sum to be compared in two bullets.

The first attempt, which Lean rejects:

```lean
import Mathlib

open Filter Topology

namespace LongRangeSoundSpeed

noncomputable section

/-- The force on atom `n` of a chain from its two neighbours at distance `j`, joined to it by
springs of constant `K j`, when the displacements are `u`. -/
def springForce (K : ℕ → ℝ) (u : ℤ → ℂ) (n : ℤ) (j : ℕ) : ℂ :=
  (K j : ℂ) * (u (n + j) + u (n - j) - 2 * u n)

/-- The plane wave of wave number `q` on a chain with unit spacing. -/
def planeWave (q : ℝ) (n : ℤ) : ℂ := Complex.exp ((q : ℂ) * (n : ℂ) * Complex.I)

/-- The dynamical function `D(q) = 2 ∑ K_j (1 - cos (j q))` of the chain; the term `j = 0`
vanishes. -/
def dynamical (K : ℕ → ℝ) (q : ℝ) : ℝ := 2 * ∑' j : ℕ, K j * (1 - Real.cos (j * q))

/-- The absolute value of `K_j (1 - cos (j q))` is at most `q² / 2` times `j² |K_j|`. -/
theorem bond_bound (K : ℕ → ℝ) (q : ℝ) (j : ℕ) :
    |K j * (1 - Real.cos (j * q))| ≤ q ^ 2 / 2 * ((j : ℝ) ^ 2 * |K j|) := by
  have h0 : 0 ≤ 1 - Real.cos (j * q) := by linarith [Real.cos_le_one (j * q)]
  have h1 : 1 - Real.cos (j * q) ≤ (j * q) ^ 2 / 2 := by
    have := Real.one_sub_sq_div_two_le_cos (x := (j : ℝ) * q)
    linarith
  rw [abs_mul, abs_of_nonneg h0]
  calc |K j| * (1 - Real.cos (j * q)) ≤ |K j| * ((j * q) ^ 2 / 2) :=
        mul_le_mul_of_nonneg_left h1 (abs_nonneg _)
    _ = q ^ 2 / 2 * ((j : ℝ) ^ 2 * |K j|) := by ring

/-- If `j² K_j` is absolutely summable, the spring forces on each atom in a plane wave add up to
`-D(q)` times the displacement of that atom. -/
theorem hasSum_springForce_planeWave (K : ℕ → ℝ)
    (hK : Summable fun j : ℕ => (j : ℝ) ^ 2 * |K j|) (q : ℝ) (n : ℤ) :
    HasSum (springForce K (planeWave q) n) (-(dynamical K q : ℂ) * planeWave q n) := by
  have hs : Summable fun j : ℕ => K j * (1 - Real.cos (j * q)) :=
    Summable.of_norm_bounded (hK.mul_left (q ^ 2 / 2)) fun j => by
      rw [Real.norm_eq_abs]
      exact bond_bound K q j
  have hc : HasSum (fun j : ℕ => ((K j * (1 - Real.cos (j * q)) : ℝ) : ℂ))
      ((∑' j : ℕ, K j * (1 - Real.cos (j * q)) : ℝ) : ℂ) :=
    hs.hasSum.map Complex.ofRealHom Complex.continuous_ofReal
  convert hc.mul_right (-2 * planeWave q n) using 1
  · -- the two neighbours carry opposite phases, which combine to a cosine
    funext j
    have hp : planeWave q (n + j)
        = planeWave q n * Complex.exp ((j : ℂ) * q * Complex.I) := by
      unfold planeWave
      rw [← Complex.exp_add]
      congr 1
      push_cast
      ring
    have hm : planeWave q (n - j)
        = planeWave q n * Complex.exp (-((j : ℂ) * q) * Complex.I) := by
      unfold planeWave
      rw [← Complex.exp_add]
      congr 1
      push_cast
      ring
    have hcos : Complex.cos ((j : ℂ) * q) = (Complex.exp ((j : ℂ) * q * Complex.I)
        + Complex.exp (-((j : ℂ) * q) * Complex.I)) / 2 := by
      rw [Complex.cos]
    unfold springForce
    rw [hp, hm]
    push_cast
    rw [hcos]
    ring
  · unfold dynamical
    rw [Complex.ofReal_mul, Complex.ofReal_ofNat]
    ring

end

end LongRangeSoundSpeed
```

The compiler's answer:

```
Main.lean:47:4: error: Tactic `apply` failed: could not unify the conclusion of `@funext`
  ?f = ?g
with the goal
  Complex.instAddCommMonoid =
    Complex.instNonUnitalCommRing.toNonUnitalNonAssocCommRing.toNonUnitalNonAssocSemiring.toAddCommMonoid

Note: The full type of `@funext` is
  ∀ {α : Sort ?u.115} {β : α → Sort ?u.114} {f g : (x : α) → β x}, (∀ (x : α), f x = g x) → f = g

case e'_3
K : ℕ → ℝ
hK : Summable fun j => ↑j ^ 2 * |K j|
q : ℝ
n : ℤ
hs : Summable fun j => K j * (1 - Real.cos (↑j * q))
hc : HasSum (fun j => ↑(K j * (1 - Real.cos (↑j * q)))) ↑(∑' (j : ℕ), K j * (1 - Real.cos (↑j * q)))
⊢ Complex.instAddCommMonoid =
    Complex.instNonUnitalCommRing.toNonUnitalNonAssocCommRing.toNonUnitalNonAssocSemiring.toAddCommMonoid
Main.lean:70:11: error: Tactic `unfold` failed to unfold `dynamical` in
  springForce K (planeWave q) n = fun i => ↑(K i * (1 - Real.cos (↑i * q))) * (-2 * planeWave q n)
Main.lean:37:85: error: unsolved goals
case e'_6
K : ℕ → ℝ
hK : Summable fun j => ↑j ^ 2 * |K j|
q : ℝ
n : ℤ
hs : Summable fun j => K j * (1 - Real.cos (↑j * q))
hc : HasSum (fun j => ↑(K j * (1 - Real.cos (↑j * q)))) ↑(∑' (j : ℕ), K j * (1 - Real.cos (↑j * q)))
⊢ -↑(dynamical K q) * planeWave q n = ↑(∑' (j : ℕ), K j * (1 - Real.cos (↑j * q))) * (-2 * planeWave q n)
```

What went wrong. The proof has two bullets after `convert ... using 1`, but `convert` left three goals. The first asks that two `AddCommMonoid` structures on the complex numbers be equal, one from `Complex.instAddCommMonoid` and the other reached through the ring structure. The first bullet, meant for the terms of the series, met this goal, and `funext` failed because it is not an equation between functions. The second bullet then met the equation between the terms, in which `dynamical` does not occur, so `unfold` failed. The equation between the values of the sum, for which that bullet was written, was left unsolved, which is the third error.

The repair states the two intended equations as `hf` and `hv` and proves them with the old steps, so each argument meets its own goal. After `rw [hf, hv]` the claim has the form of `hc.mul_right (-2 * planeWave q n)`, and `exact` accepts it. The two additive structures agree by definition, which `exact` can check itself, so no separate goal about them arises.

Lean accepts the file once it reads:

```diff
@@ -43,6 +43,7 @@
       ((∑' j : ℕ, K j * (1 - Real.cos (j * q)) : ℝ) : ℂ) :=
     hs.hasSum.map Complex.ofRealHom Complex.continuous_ofReal
-  convert hc.mul_right (-2 * planeWave q n) using 1
-  · -- the two neighbours carry opposite phases, which combine to a cosine
+  have hf : springForce K (planeWave q) n = fun j : ℕ =>
+      ((K j * (1 - Real.cos (j * q)) : ℝ) : ℂ) * (-2 * planeWave q n) := by
+    -- the two neighbours carry opposite phases, which combine to a cosine
     funext j
     have hp : planeWave q (n + j)
@@ -68,7 +69,11 @@
     rw [hcos]
     ring
-  · unfold dynamical
+  have hv : -(dynamical K q : ℂ) * planeWave q n =
+      ((∑' j : ℕ, K j * (1 - Real.cos (j * q)) : ℝ) : ℂ) * (-2 * planeWave q n) := by
+    unfold dynamical
     rw [Complex.ofReal_mul, Complex.ofReal_ofNat]
     ring
+  rw [hf, hv]
+  exact hc.mul_right (-2 * planeWave q n)
 
 end
```
